# The eigenvalues of the commutator with a Hermitian matrix are differences of its energy levels

Without a link between operator frequencies and energy levels, an oscillation found in the Heisenberg picture cannot be assigned to a transition. With $\hbar=1$, an operator moves as $A(t)=e^{iHt}Ae^{-iHt}$, and if $HA-AH=wA$ then $A(t)=e^{iwt}A$. Solving this eigenvalue equation yields numbers $w$, but nothing in the equation itself says that they come from pairs of levels.

For a Hermitian matrix $H$ of finite size, they do: $w$ is an eigenvalue of $A\mapsto HA-AH$ exactly when $w=E-F$ for eigenvalues $E,F$ of $H$. For a time-independent Hamiltonian in a finite basis, the frequencies of Heisenberg operators are therefore energy differences between levels, which may be positive, negative or zero.

## Finitely many basis states

The index type `n` labels a finite orthonormal basis, and `Fintype n` expresses this. Physically, the system is a spin, a few-level atom or a Hamiltonian truncated to a finite basis. Both the derivation and the proof use finiteness when they expand a state in energy eigenstates.

In infinite dimension the equivalence can fail. Multiplication by $x$ on $L^2[0,1]$ is bounded and self-adjoint but has no eigenvectors. The identity still commutes with it, so $0$ is an eigenvalue of the commutator map without being a difference of two energy eigenvalues.

```lean
import Mathlib

open Matrix
open scoped ComplexOrder

namespace BohrFrequencies

noncomputable section

variable {n : Type*} [Fintype n]
```

## States that are not zero

An energy level is a complex number $E$ with $Hv=Ev$ for some $v\neq0$. In Lean, `H *ᵥ v` is the matrix acting on the state. If $v=0$ were allowed, every complex number would be a level. The vectors need not be normalised, and $E$ is not assumed real.

```lean
/-- `E` is an energy level of `H`: some nonzero state `v` satisfies `H v = E v`. -/
def IsEnergyLevel (H : Matrix n n ℂ) (E : ℂ) : Prop :=
  ∃ v : n → ℂ, v ≠ 0 ∧ H *ᵥ v = E • v
```

## Hermiticity turns kets into left eigenvectors

The hypothesis `H.IsHermitian` says $H^\dagger=H$, the usual condition on an energy observable. Taking the adjoint of $Hv=Ev$ gives

$$v^\dagger H=(Hv)^\dagger=E^*v^\dagger .$$

The lemma `bra_eigen` is this line, with `star v` for the bra.

```lean
/-- The bra of an energy eigenstate is a left eigenvector of a Hermitian `H`. -/
theorem bra_eigen {H : Matrix n n ℂ} (hH : H.IsHermitian) {E : ℂ} {v : n → ℂ}
    (hv : H *ᵥ v = E • v) : star v ᵥ* H = star E • star v := by
  calc star v ᵥ* H = star (H *ᵥ v) := by rw [Matrix.star_mulVec, hH.eq]
    _ = star E • star v := by rw [hv, star_smul]
```

Now evaluate $v^\dagger Hv$ twice. Acting to the right gives $E\,v^\dagger v$, and acting to the left gives $E^*v^\dagger v$. Since $v\neq0$, the number $v^\dagger v$ is nonzero and cancels, so $E^*=E$. Without Hermiticity this fails: $\mathrm{diag}(i,0)$ has the level $i$.

```lean
/-- The energy levels of a Hermitian matrix are real. -/
theorem energy_real {H : Matrix n n ℂ} (hH : H.IsHermitian) {E : ℂ}
    (hE : IsEnergyLevel H E) : star E = E := by
  obtain ⟨v, hv0, hv⟩ := hE
  -- evaluate `v† H v` with `H` acting to the right and to the left
  have h := Matrix.dotProduct_mulVec (star v) H v
  rw [bra_eigen hH hv, hv, dotProduct_smul, smul_dotProduct, smul_eq_mul, smul_eq_mul] at h
  have hs : star v ⬝ᵥ v ≠ 0 := fun h0 => hv0 (dotProduct_star_self_eq_zero.mp h0)
  exact (mul_right_cancel₀ hs h).symm
```

The next step needs only the eigenoperator equation. If $HA-AH=wA$ and $Hv=Fv$, then

$$H(Av)=A(Hv)+wAv=(F+w)Av .$$

Thus $A$ either annihilates $v$ or raises its energy by $w$. The proof of `energy_shift` rewrites $HA$ as $AH+wA$ and moves the scalars out.

```lean
/-- If `H A - A H = w A` and `H v = F v`, then `H (A v) = (F + w) A v`. -/
theorem energy_shift {H A : Matrix n n ℂ} {w F : ℂ} {v : n → ℂ}
    (h : H * A - A * H = w • A) (hv : H *ᵥ v = F • v) :
    H *ᵥ (A *ᵥ v) = (F + w) • (A *ᵥ v) := by
  have h' : H * A = A * H + w • A := by rw [← h]; abel
  rw [Matrix.mulVec_mulVec, h', Matrix.add_mulVec, Matrix.smul_mulVec,
    ← Matrix.mulVec_mulVec, hv, Matrix.mulVec_smul, add_smul]
```

Hermiticity returns for the transition operator $A=uv^\dagger$, written `vecMulVec u (star v)`. With $Hu=Eu$ and $Hv=Fv$,

$$HA-AH=(Hu)v^\dagger-u(v^\dagger H)=E\,uv^\dagger-F^*uv^\dagger=(E-F)A ,$$

where the last step uses $F^*=F$. The normalised operator is $A/(\|u\|\|v\|)$, which obeys the same equation.

```lean
/-- For a Hermitian `H`, the transition operator `A = |u⟩⟨v|` between eigenstates of energies `E`
and `F` satisfies `H A - A H = (E - F) A`. -/
theorem transition_operator {H : Matrix n n ℂ} (hH : H.IsHermitian) {E F : ℂ}
    {u v : n → ℂ} (hu : H *ᵥ u = E • u) (hv0 : v ≠ 0) (hv : H *ᵥ v = F • v) :
    H * vecMulVec u (star v) - vecMulVec u (star v) * H
      = (E - F) • vecMulVec u (star v) := by
  rw [Matrix.mul_vecMulVec, Matrix.vecMulVec_mul, hu, bra_eigen hH hv,
    energy_real hH ⟨v, hv0, hv⟩]
  ext i j
  simp only [Matrix.sub_apply, Matrix.smul_apply, Matrix.vecMulVec_apply, Pi.smul_apply,
    smul_eq_mul]
  ring
```

## An energy mismatch forbids a matrix element

The selection rule assumes $E-F\neq w$: the energy step from $F$ to $E$, sign included, is not the frequency of $A$. Evaluating $u^\dagger HAv$ to the right and to the left gives

$$(F+w)\,u^\dagger Av=E\,u^\dagger Av,\qquad\text{so}\qquad (E-F-w)\,u^\dagger Av=0 .$$

The first factor is nonzero, hence $u^\dagger Av=0$. Dividing by the norms of nonzero $u$ and $v$ gives the normalised matrix element, which vanishes too. In the proof, `energy_shift` supplies the right action and `bra_eigen` the left.

Without the mismatch the element may survive, as it does for $A=uv^\dagger$ with $u,v\neq0$. Without Hermiticity the rule itself fails: $\begin{pmatrix}0&1\\0&1\end{pmatrix}$ has eigenvectors $(1,0)$ and $(1,1)$ with different energies, yet the identity, which has $w=0$, has the matrix element $1$ between them.

```lean
/-- Selection rule: if `H` is Hermitian and `H A - A H = w A`, then `⟨u|A|v⟩ = 0` for eigenstates
`u`, `v` of energies `E`, `F` with `E - F ≠ w`. -/
theorem selection_rule {H A : Matrix n n ℂ} (hH : H.IsHermitian) {w E F : ℂ}
    {u v : n → ℂ} (h : H * A - A * H = w • A) (hu0 : u ≠ 0) (hu : H *ᵥ u = E • u)
    (hv : H *ᵥ v = F • v) (hw : E - F ≠ w) : star u ⬝ᵥ A *ᵥ v = 0 := by
  have key := Matrix.dotProduct_mulVec (star u) H (A *ᵥ v)
  rw [energy_shift h hv, bra_eigen hH hu, energy_real hH ⟨u, hu0, hu⟩,
    dotProduct_smul, smul_dotProduct, smul_eq_mul, smul_eq_mul] at key
  have hz : (E - F - w) * (star u ⬝ᵥ A *ᵥ v) = 0 := by linear_combination -key
  exact (mul_eq_zero.mp hz).resolve_left (sub_ne_zero.mpr hw)
```

## An operator that is not zero

The commutator map is left multiplication by $H$ minus right multiplication by $H$, as a complex-linear map on matrices.

```lean
variable [DecidableEq n]

/-- The commutator map `A ↦ H A - A H` on operators. -/
def commutatorMap (H : Matrix n n ℂ) : Matrix n n ℂ →ₗ[ℂ] Matrix n n ℂ :=
  LinearMap.mulLeft ℂ H - LinearMap.mulRight ℂ H
```

A Bohr frequency is an eigenvalue of this map in Mathlib's sense. It is measured in energy units and may be negative or zero.

```lean
/-- `w` is a Bohr frequency of `H`: an eigenvalue of the commutator map of `H`. -/
def IsBohrFrequency (H : Matrix n n ℂ) (w : ℂ) : Prop :=
  Module.End.HasEigenvalue (commutatorMap H) w
```

Unfolded, the definition asks for some $A\neq0$ with $HA-AH=wA$. If $A=0$ were allowed, every $w$ would qualify. The lemma below passes between Mathlib's eigenvectors and this explicit equation.

```lean
/-- A Bohr frequency is a number `w` for which a nonzero operator `A` satisfies
`H A - A H = w A`. -/
theorem isBohrFrequency_iff (H : Matrix n n ℂ) (w : ℂ) :
    IsBohrFrequency H w ↔ ∃ A : Matrix n n ℂ, A ≠ 0 ∧ H * A - A * H = w • A := by
  constructor
  · intro h
    obtain ⟨A, hA⟩ := Module.End.HasEigenvalue.exists_hasEigenvector h
    exact ⟨A, hA.2, hA.apply_eq_smul⟩
  · rintro ⟨A, hA, h⟩
    exact Module.End.hasEigenvalue_of_hasEigenvector
      ⟨Module.End.mem_eigenspace_iff.mpr h, hA⟩
```

## Hermiticity supplies enough eigenstates

The eigenstates of a Hermitian $H$ contain a basis $v_k$. If $A$ annihilated all of them, then for any state $x=\sum_k c_kv_k$ one would have $Ax=\sum_k c_kAv_k=0$, and so $A=0$. A nonzero $A$ therefore leaves some eigenstate alive.

The proof argues by contradiction with `eigenvectorBasis`: a linear map that vanishes on a basis vanishes, and applying $A$ to the unit vectors then shows that every entry is zero.

For the non-Hermitian matrix $H=\begin{pmatrix}0&1\\0&0\end{pmatrix}$ this fails. Its eigenvectors are the multiples of $(1,0)$, and the nonzero operator $A=H$ annihilates them all.

```lean
/-- A nonzero operator does not annihilate every energy eigenstate of a Hermitian `H`. -/
theorem exists_eigenstate_not_annihilated {H A : Matrix n n ℂ} (hH : H.IsHermitian)
    (hA : A ≠ 0) : ∃ (F : ℂ) (v : n → ℂ), H *ᵥ v = F • v ∧ A *ᵥ v ≠ 0 := by
  by_contra hcon
  push Not at hcon
  have hall : ∀ k, A *ᵥ (hH.eigenvectorBasis k).ofLp = 0 := fun k =>
    hcon (hH.eigenvalues k : ℂ) _
      ((hH.mulVec_eigenvectorBasis k).trans (by ext i; simp))
  -- a linear map that vanishes on the eigenbasis vanishes
  have hf : (Matrix.toLin' A).comp (WithLp.linearEquiv 2 ℂ (n → ℂ)).toLinearMap = 0 :=
    hH.eigenvectorBasis.toBasis.ext (fun k => by simpa using hall k)
  have hx : ∀ x : n → ℂ, A *ᵥ x = 0 := fun x => by
    simpa using LinearMap.congr_fun hf (WithLp.toLp 2 x)
  apply hA
  ext i j
  simpa using congrFun (hx (Pi.single j 1)) i
```

Both directions now follow. Given $A\neq0$ with frequency $w$, choose an eigenstate $v$ of energy $F$ with $Av\neq0$. Then $Av$ is an eigenstate of energy $F+w$, and $w=(F+w)-F$. Conversely, given levels $E$ and $F$ with nonzero eigenstates $u$ and $v$, the operator $uv^\dagger$ has frequency $E-F$. It is nonzero because some $u_i\neq0$ and some $v_j\neq0$, so its entry $u_iv_j^*$ is nonzero. The Lean proof makes the same choices.

The equivalence in fact survives for non-Hermitian square matrices, but it then needs another argument, since neither the bra relation nor an eigenbasis is guaranteed any more.

```lean
/-- **Bohr frequencies.** For a Hermitian `H`, the eigenvalues of `A ↦ H A - A H` are
exactly the differences of two energy levels of `H`. -/
theorem bohr_frequencies {H : Matrix n n ℂ} (hH : H.IsHermitian) (w : ℂ) :
    IsBohrFrequency H w ↔
      ∃ E F : ℂ, IsEnergyLevel H E ∧ IsEnergyLevel H F ∧ w = E - F := by
  rw [isBohrFrequency_iff]
  constructor
  · rintro ⟨A, hA, h⟩
    -- `A` carries some eigenstate of energy `F` to one of energy `F + w`
    obtain ⟨F, v, hv, hAv⟩ := exists_eigenstate_not_annihilated hH hA
    have hv0 : v ≠ 0 := by
      rintro rfl
      exact hAv (Matrix.mulVec_zero A)
    exact ⟨F + w, F, ⟨A *ᵥ v, hAv, energy_shift h hv⟩, ⟨v, hv0, hv⟩, by ring⟩
  · rintro ⟨E, F, ⟨u, hu0, hu⟩, ⟨v, hv0, hv⟩, rfl⟩
    refine ⟨vecMulVec u (star v), ?_, transition_operator hH hu hv0 hv⟩
    -- the transition operator has a nonzero entry
    obtain ⟨i, hi⟩ := Function.ne_iff.mp hu0
    obtain ⟨j, hj⟩ := Function.ne_iff.mp hv0
    intro h0
    have hij : u i * star (v j) = 0 := congrFun (congrFun h0 i) j
    exact (mul_ne_zero hi (star_ne_zero.mpr hj)) hij
```

Reality of $w$ follows from reality of $E$ and $F$, and exchanging them gives $-w$. Without Hermiticity, reality can fail: $\mathrm{diag}(i,0)$ has the frequency $i$.

```lean
/-- Every Bohr frequency `w` of a Hermitian matrix is real, and `-w` is a Bohr frequency
too. -/
theorem bohr_frequency_real_and_paired {H : Matrix n n ℂ} (hH : H.IsHermitian) {w : ℂ}
    (hw : IsBohrFrequency H w) : star w = w ∧ IsBohrFrequency H (-w) := by
  obtain ⟨E, F, hE, hF, rfl⟩ := (bohr_frequencies hH w).mp hw
  refine ⟨by rw [star_sub, energy_real hH hE, energy_real hH hF], ?_⟩
  exact (bohr_frequencies hH _).mpr ⟨F, E, hF, hE, by ring⟩
```

## Real diagonal and conjugate couplings

The two-level Hamiltonian is

$$H=\begin{pmatrix}\Delta&g\\g^*&-\Delta\end{pmatrix},$$

with $\Delta$ real and $g$ complex. The uncoupled levels $\Delta$ and $-\Delta$ are $2|\Delta|$ apart, so $|\Delta|$ is half their splitting. The real diagonal and the conjugate pair $g,g^*$ make $H$ Hermitian. With off-diagonal entries $1$ and $-1$ and $\Delta=0$, the levels would be $\pm i$.

```lean
/-- The two-level Hamiltonian with diagonal energies `Δ`, `-Δ` and complex coupling `g`. -/
def twoLevel (Δ : ℝ) (g : ℂ) : Matrix (Fin 2) (Fin 2) ℂ :=
  !![(Δ : ℂ), g; starRingEnd ℂ g, -(Δ : ℂ)]
```

A nonzero solution of $(H-E)v=0$ exists exactly when the secular determinant vanishes:

$$(\Delta-E)(-\Delta-E)-|g|^2=E^2-\Delta^2-|g|^2=0 .$$

The proof computes this determinant as `hdet` and applies the same criterion.

```lean
/-- The energy levels of the two-level Hamiltonian are the solutions of
`E² = Δ² + |g|²`. -/
theorem twoLevel_energy (Δ : ℝ) (g E : ℂ) :
    IsEnergyLevel (twoLevel Δ g) E ↔ E ^ 2 = (Δ : ℂ) ^ 2 + (‖g‖ : ℂ) ^ 2 := by
  have hg : g * starRingEnd ℂ g = (‖g‖ : ℂ) ^ 2 := RCLike.mul_conj g
  have hdet : (twoLevel Δ g - E • (1 : Matrix (Fin 2) (Fin 2) ℂ)).det
      = E ^ 2 - ((Δ : ℂ) ^ 2 + (‖g‖ : ℂ) ^ 2) := by
    simp [twoLevel, Matrix.det_fin_two]
    first | ring1 | linear_combination -hg
  -- an eigenvector exists exactly when the secular determinant vanishes
  rw [← sub_eq_zero (a := E ^ 2), ← hdet, ← Matrix.exists_mulVec_eq_zero_iff]
  simp only [IsEnergyLevel, Matrix.sub_mulVec, Matrix.smul_mulVec, Matrix.one_mulVec,
    sub_eq_zero]
```

If $E$ and $F$ both solve this equation, then $(E-F)(E+F)=0$. Either $w=E-F=0$, or $F=-E$ and $w^2=4E^2=4(\Delta^2+|g|^2)$. Conversely, $w=0$ arises from taking the same level twice, and a solution of the quadratic equation from $E=w/2$, $F=-w/2$. The Lean proof follows these cases after checking that the matrix is Hermitian.

For $\Delta=3$ and $g=4i$, the levels are $\pm5$ and the Bohr frequencies are $0,\pm10$. Eigenvectors for $5$ and $-5$ are $u=(2i,1)$ and $v=(1,2i)$, which give

$$A=uv^\dagger=\begin{pmatrix}2i&4\\1&-2i\end{pmatrix},\qquad HA=5A,\quad AH=-5A,\quad HA-AH=10A .$$

Both vectors have norm $\sqrt5$, so the normalised transition operator is $A/5$.

```lean
/-- The Bohr frequencies of the two-level Hamiltonian are `0` and the solutions of
`w² = 4 (Δ² + |g|²)`. -/
theorem twoLevel_bohr_frequencies (Δ : ℝ) (g w : ℂ) :
    IsBohrFrequency (twoLevel Δ g) w ↔
      w = 0 ∨ w ^ 2 = 4 * ((Δ : ℂ) ^ 2 + (‖g‖ : ℂ) ^ 2) := by
  have hH : (twoLevel Δ g).IsHermitian := by
    apply Matrix.IsHermitian.ext
    intro i j
    fin_cases i <;> fin_cases j <;> simp [twoLevel]
  rw [bohr_frequencies hH]
  simp only [twoLevel_energy]
  constructor
  · rintro ⟨E, F, hE, hF, rfl⟩
    have hEF : (E - F) * (E + F) = 0 := by linear_combination hE - hF
    rcases mul_eq_zero.mp hEF with h | h
    · exact Or.inl h
    · right
      linear_combination 2 * hE + 2 * hF - (E + F) * h
  · rintro (rfl | h)
    · obtain ⟨E, hE⟩ := IsAlgClosed.exists_pow_nat_eq
        ((Δ : ℂ) ^ 2 + (‖g‖ : ℂ) ^ 2) (n := 2) (by norm_num)
      exact ⟨E, E, hE, hE, by ring⟩
    · exact ⟨w / 2, -(w / 2), by linear_combination h / 4, by linear_combination h / 4,
        by ring⟩

end

end BohrFrequencies
```

```lean
#print axioms BohrFrequencies.selection_rule
#print axioms BohrFrequencies.bohr_frequency_real_and_paired
#print axioms BohrFrequencies.twoLevel_energy
#print axioms BohrFrequencies.twoLevel_bohr_frequencies
```

```
'BohrFrequencies.selection_rule' depends on axioms: [propext, Classical.choice, Quot.sound]
'BohrFrequencies.bohr_frequency_real_and_paired' depends on axioms: [propext, Classical.choice, Quot.sound]
'BohrFrequencies.twoLevel_energy' depends on axioms: [propext, Classical.choice, Quot.sound]
'BohrFrequencies.twoLevel_bohr_frequencies' depends on axioms: [propext, Classical.choice, Quot.sound]
```

## Levels as a set or as a list

Here a level is any number that has an eigenstate, so degeneracy is invisible. The theorem could also have been stated with Mathlib's indexed list `hH.eigenvalues`, as $w=E_i-E_j$. The levels would then be real by construction, and the pairs $(i,j)$ would offer a way to count how often each frequency occurs. In exchange, the definition of a level would depend on a proof that $H$ is Hermitian, whereas `IsEnergyLevel` applies to any square complex matrix.
